# Energy errors of size d can raise a compound's hull distance by 2d

The hull distance of a compound is its energy per atom minus the lowest energy per atom of any mixture, among the listed compounds, with the same composition. The model here has two pure elements at energy 0 and their one-to-one compound at energy 1. The theorem says that, for `d ≥ 0`, errors of `-d` on both elements and `d` on the compound are each at most `d` in absolute value and together raise the compound's hull distance by exactly `2 * d`. The proof first shows that if both elements have energy `a` and the compound has energy `b ≥ a`, the hull distance is `b - a`, because the equal mixture of the elements attains energy `a` and no admissible mixture lies lower. It then applies this with and without the errors and subtracts.

As first written in Lean, the proof fails:

```lean
import Mathlib

open Finset

namespace HullDistanceChangeSharp

noncomputable section

variable {ι S : Type*} [Fintype ι]

/-- Convex weights `w` on the compounds whose mixture has the composition of compound `k`. -/
structure IsDecomposition (x : ι → S → ℝ) (k : ι) (w : ι → ℝ) : Prop where
  nonneg : ∀ i, 0 ≤ w i
  sum_one : ∑ i, w i = 1
  balance : ∀ s, ∑ i, w i * x i s = x k s

/-- The hull energy at the composition of compound `k`: the infimum of the energies per atom
of all mixtures with that composition. -/
def hullEnergy (x : ι → S → ℝ) (E : ι → ℝ) (k : ι) : ℝ :=
  sInf {e | ∃ w, IsDecomposition x k w ∧ ∑ i, w i * E i = e}

/-- The hull distance of compound `k`: its energy per atom minus the hull energy at its
composition. -/
def hullDistance (x : ι → S → ℝ) (E : ι → ℝ) (k : ι) : ℝ :=
  E k - hullEnergy x E k

/-- The hull energy is a true minimum: some mixture with the composition of `k` attains it,
and no such mixture lies lower. -/
theorem hullEnergy_isLeast (x : ι → S → ℝ) (E : ι → ℝ) (k : ι) :
    IsLeast {e | ∃ w, IsDecomposition x k w ∧ ∑ i, w i * E i = e} (hullEnergy x E k) := by
  classical
  -- the compound itself is one admissible mixture
  have hne : {w | IsDecomposition x k w}.Nonempty :=
    ⟨fun i => if i = k then 1 else 0,
      ⟨fun i => by split_ifs <;> norm_num, by simp, fun s => by simp⟩⟩
  -- the admissible weights form a closed subset of a cube
  have hclosed : IsClosed {w | IsDecomposition x k w} := by
    have h1 : IsClosed {w : ι → ℝ | ∀ i, 0 ≤ w i} := by
      simp only [Set.ofPred_forall]
      exact isClosed_iInter fun i => isClosed_le continuous_const (continuous_apply i)
    have h2 : IsClosed {w : ι → ℝ | ∑ i, w i = 1} :=
      isClosed_eq (by fun_prop) continuous_const
    have h3 : IsClosed {w : ι → ℝ | ∀ s, ∑ i, w i * x i s = x k s} := by
      simp only [Set.ofPred_forall]
      exact isClosed_iInter fun s => isClosed_eq (by fun_prop) continuous_const
    have heq : {w | IsDecomposition x k w} = {w : ι → ℝ | ∀ i, 0 ≤ w i} ∩
        ({w | ∑ i, w i = 1} ∩ {w | ∀ s, ∑ i, w i * x i s = x k s}) := by
      ext w
      exact ⟨fun h => ⟨h.nonneg, h.sum_one, h.balance⟩, fun h => ⟨h.1, h.2.1, h.2.2⟩⟩
    rw [heq]
    exact h1.inter (h2.inter h3)
  have hcomp : IsCompact {w | IsDecomposition x k w} := by
    refine (isCompact_univ_pi fun _ : ι => isCompact_Icc (a := (0 : ℝ)) (b := 1)).of_isClosed_subset
      hclosed ?_
    intro w hw i _
    refine ⟨hw.nonneg i, ?_⟩
    rw [← hw.sum_one]
    exact single_le_sum (fun j _ => hw.nonneg j) (mem_univ i)
  obtain ⟨w, hw, hmin⟩ := hcomp.exists_isMinOn hne
    (f := fun w : ι → ℝ => ∑ i, w i * E i) (by fun_prop)
  have hl : IsLeast {e | ∃ w, IsDecomposition x k w ∧ ∑ i, w i * E i = e}
      (∑ i, w i * E i) := by
    refine ⟨⟨w, hw, rfl⟩, ?_⟩
    rintro _ ⟨v, hv, rfl⟩
    exact hmin hv
  have heq : hullEnergy x E k = ∑ i, w i * E i := hl.csInf_eq
  rw [heq]
  exact hl

/-- Atomic fractions of two pure elements and, between them, their one-to-one compound. -/
def binaryCompounds : Fin 3 → Fin 2 → ℝ := ![![1, 0], ![1 / 2, 1 / 2], ![0, 1]]

/-- For `d ≥ 0` the bound `2 d` is attained: for a one-to-one compound at energy 1 above its
elements, errors `d` on the compound and `-d` on the elements raise its hull distance by `2 d`. -/
theorem hullDistance_change_sharp (d : ℝ) (hd : 0 ≤ d) :
    (∀ i, |(![-d, d, -d] : Fin 3 → ℝ) i| ≤ d) ∧
      hullDistance binaryCompounds (![0, 1, 0] + ![-d, d, -d]) 1
        - hullDistance binaryCompounds ![0, 1, 0] 1 = 2 * d := by
  -- a compound above the tie line has the elements as its best mixture
  have key : ∀ a b : ℝ, a ≤ b → hullDistance binaryCompounds ![a, b, a] 1 = b - a := by
    intro a b hab
    have hw : IsDecomposition binaryCompounds 1 ![1 / 2, 0, 1 / 2] := by
      refine ⟨fun i => ?_, ?_, fun s => ?_⟩
      · fin_cases i <;> norm_num
      · norm_num [Fin.sum_univ_three]
      · fin_cases s <;> norm_num [binaryCompounds, Fin.sum_univ_three]
    have hval : ∑ i, (![1 / 2, 0, 1 / 2] : Fin 3 → ℝ) i * (![a, b, a] : Fin 3 → ℝ) i = a := by
      rw [Fin.sum_univ_three]
      change 1 / 2 * a + 0 * b + 1 / 2 * a = a
      ring
    have hup := (hullEnergy_isLeast binaryCompounds ![a, b, a] 1).2 ⟨_, hw, hval⟩
    obtain ⟨v, hv, hvE⟩ := (hullEnergy_isLeast binaryCompounds ![a, b, a] 1).1
    rw [Fin.sum_univ_three] at hvE
    change v 0 * a + v 1 * b + v 2 * a = _ at hvE
    have hs := hv.sum_one
    rw [Fin.sum_univ_three] at hs
    have hsplit : v 0 * a + v 1 * b + v 2 * a = a + v 1 * (b - a) := by
      linear_combination a * hs
    have hpos := mul_nonneg (hv.nonneg 1) (sub_nonneg.mpr hab)
    change b - hullEnergy binaryCompounds ![a, b, a] 1 = b - a
    linarith
  refine ⟨fun i => ?_, ?_⟩
  · fin_cases i <;> simp [abs_of_nonneg hd]
  · have hadd : (![0, 1, 0] + ![-d, d, -d] : Fin 3 → ℝ) = ![-d, 1 + d, -d] := by
      ext i
      fin_cases i <;> simp
    rw [hadd, key (-d) (1 + d) (by linarith), key 0 1 (by norm_num)]
    ring

end

end HullDistanceChangeSharp
```

Messages:

```
Main.lean:85:6: error: unsolved goals
case refine_2
d : ℝ
hd : 0 ≤ d
a b : ℝ
hab : a ≤ b
⊢ 1 / 2 + ![1 / 2, 0, 1 / 2] 2 = 1
Main.lean:86:6: error: unsolved goals
case refine_3.«0»
d : ℝ
hd : 0 ≤ d
a b : ℝ
hab : a ≤ b
⊢ ![1 / 2, 0, 1 / 2] 2 = 0 ∨ Matrix.vecCons 1 (fun i => Matrix.vecCons (1 / 2) (fun i => 0) i) 2 = 0

case refine_3.«1»
d : ℝ
hd : 0 ≤ d
a b : ℝ
hab : a ≤ b
⊢ ![1 / 2, 0, 1 / 2] 2 * Matrix.vecCons 0 (fun i => Matrix.vecCons (1 / 2) (fun i => 1) i) 2 = 1 / 2
```

After these edits no error is left:

```diff
@@ -83,6 +83,13 @@
       refine ⟨fun i => ?_, ?_, fun s => ?_⟩
       · fin_cases i <;> norm_num
-      · norm_num [Fin.sum_univ_three]
-      · fin_cases s <;> norm_num [binaryCompounds, Fin.sum_univ_three]
+      · rw [Fin.sum_univ_three]
+        change (1 / 2 : ℝ) + 0 + 1 / 2 = 1
+        norm_num
+      · rw [Fin.sum_univ_three]
+        fin_cases s
+        · change (1 / 2 : ℝ) * 1 + 0 * (1 / 2) + 1 / 2 * 0 = 1 / 2
+          norm_num
+        · change (1 / 2 : ℝ) * 0 + 0 * (1 / 2) + 1 / 2 * 1 = 1 / 2
+          norm_num
     have hval : ∑ i, (![1 / 2, 0, 1 / 2] : Fin 3 → ℝ) i * (![a, b, a] : Fin 3 → ℝ) i = a := by
       rw [Fin.sum_univ_three]
```

Diagnosis. Both errors arise in checking that the weights `![1 / 2, 0, 1 / 2]` are a valid decomposition of the compound. The first is in the proof that they sum to one, the second in the proof that they give the right fraction of each element.

In each case `norm_num` expands the sum with `Fin.sum_univ_three` but leaves vector entries at index `2` unevaluated, such as `![1 / 2, 0, 1 / 2] 2`. The remaining goals are true, but `norm_num` cannot finish the arithmetic while those entries are not plain numbers. The «or» in one goal comes from simplifying an equation that says a product is zero.

The repair expands each sum with `rw`, then uses `change` to restate the goal with all entries written as numbers. Lean accepts this because the two forms are equal by definition, which also takes care of unfolding `binaryCompounds`. What is left is numerical arithmetic, which `norm_num` proves. For the fractions, `fin_cases s` first separates the two elements, so that each gets its own explicit equation.
